# One electron in one orbital: Hartree–Fock puts the equal mixture of spin up and spin down J/4 too high

Pull a hydrogen molecule apart in a spin-restricted Hartree–Fock calculation, and the energy settles above that of two separate hydrogen atoms. Anyone who doesn't know how the functional treats spin may look for the fault in the basis set or the convergence, and repairing those leaves it in place. Each atom is left with half an electron of spin up and half of spin down, and Hartree–Fock charges for this mixture.

The size of this energy penalty can be computed for one fixed orbital holding one electron. Let $h$ be the one-electron energy of the orbital (kinetic energy plus nuclear attraction), and let $J$ be the Coulomb repulsion between two electrons of opposite spin in this orbital, which is twice the electrostatic self-energy of one electron's charge density. This repulsion is positive, hence the condition $J>0$ below. The letter $J$ is not the exchange coupling of a spin model; in a Hubbard model it would be called $U$.

A single electron does not repel itself, so spin up and spin down both have exact energy $h$, and so has every statistical mixture of the two. Any excess over $h$ is the static-correlation error.

```lean
import Mathlib

open Matrix
open scoped ComplexOrder

namespace StaticCorrelationError

noncomputable section
```

## The energy as a functional of the spin density matrix

The spin state is described by a $2\times2$ matrix $\gamma$, with index 0 for spin up and 1 for spin down. A one-electron Slater determinant is always a pure spin state; for a mixture, the Hartree–Fock formula is evaluated at the mixed $\gamma$, not averaged over pure states. The Hartree term sees only the total charge $\operatorname{tr}\gamma$. The exchange term couples equal spins, counted along the axis in which $\gamma$ is diagonal; written for any axis, this gives $\operatorname{tr}\gamma^2$. In a single orbital the exchange integral is again $J$:

$$E[\gamma]=h\operatorname{tr}\gamma+\tfrac J2(\operatorname{tr}\gamma)^2-\tfrac J2\operatorname{tr}\gamma^2 .$$

```lean
/-- Hartree-Fock energy of one orbital with level `h`, self-repulsion `J` and spin density
matrix `γ`: one-electron energy, plus Hartree term `J (tr γ)² / 2`, minus exchange term
`J tr γ² / 2`. -/
def hfEnergy (h J : ℝ) (γ : Matrix (Fin 2) (Fin 2) ℂ) : ℝ :=
  h * γ.trace.re + J / 2 * γ.trace.re ^ 2 - J / 2 * (γ * γ).trace.re
```

`hfEnergy` accepts any complex matrix and takes real parts of the traces. For Hermitian $\gamma$ the traces are real and nothing is lost. The physical conditions on $\gamma$ enter as hypotheses of the theorems.

For a statistical mixture of spin up and spin down, $\gamma$ is diagonal, with occupations $a$ and $b$:

$$\gamma=\begin{pmatrix}a&0\\0&b\end{pmatrix}.$$

```lean
/-- The diagonal spin density matrix with occupation `a` of spin up and `b` of spin down. -/
def collinear (a b : ℝ) : Matrix (Fin 2) (Fin 2) ℂ :=
  Matrix.diagonal ![(a : ℂ), (b : ℂ)]
```

Here $\operatorname{tr}\gamma=a+b$ and $\operatorname{tr}\gamma^2=a^2+b^2$, so

$$E=h(a+b)+\tfrac J2\left[(a+b)^2-a^2-b^2\right].$$

```lean
/-- For a diagonal spin density matrix with occupations `a` and `b` the Hartree-Fock energy is
`h (a + b) + J ((a + b)² - a² - b²) / 2`. -/
theorem hfEnergy_collinear (h J a b : ℝ) :
    hfEnergy h J (collinear a b) =
      h * (a + b) + J * ((a + b) ^ 2 - a ^ 2 - b ^ 2) / 2 := by
  have t1 : (collinear a b).trace.re = a + b := by
    simp [collinear, Fin.sum_univ_two]
  have t2 : (collinear a b * collinear a b).trace.re = a ^ 2 + b ^ 2 := by
    simp [collinear, Fin.sum_univ_two, pow_two]
  rw [hfEnergy, t1, t2]
  ring
```

The proof computes the two traces as `t1` and `t2` and substitutes them.

## The parabola between spin up and spin down

For one electron $b=1-a$, and the energy becomes

$$E(a)=h+\tfrac J2\left[1-a^2-(1-a)^2\right]=h+J\,a(1-a).$$

At $a=0$ and $a=1$ the second term vanishes. For $0<a<1$ both factors are positive, so $E(a)>h$. Completing the square gives

$$h+\tfrac J4-E(a)=J\left(a-\tfrac12\right)^2\ge 0,$$

which is zero only at $a=\tfrac12$.

```lean
/-- Static-correlation error: for `J > 0` and a diagonal spin density matrix with occupations `a`,
`1 - a`, the Hartree-Fock energy is `h` at `a = 0` and `a = 1`, exceeds `h` strictly in between, and
is at most `h + J/4`, a value reached only at `a = 1/2`. -/
theorem static_correlation_error (h J : ℝ) (hJ : 0 < J) :
    hfEnergy h J (collinear 0 (1 - 0)) = h ∧
    hfEnergy h J (collinear 1 (1 - 1)) = h ∧
    (∀ a : ℝ, 0 < a → a < 1 → h < hfEnergy h J (collinear a (1 - a))) ∧
    (∀ a : ℝ, hfEnergy h J (collinear a (1 - a)) ≤ h + J / 4) ∧
    (∀ a : ℝ, hfEnergy h J (collinear a (1 - a)) = h + J / 4 ↔ a = 1 / 2) := by
  -- the energy is an inverted parabola in the occupation
  have key : ∀ a : ℝ, hfEnergy h J (collinear a (1 - a)) = h + J * (a * (1 - a)) := by
    intro a
    rw [hfEnergy_collinear]
    ring
  refine ⟨by rw [key]; ring, by rw [key]; ring, ?_, ?_, ?_⟩
  · intro a h0 h1
    rw [key]
    have := mul_pos hJ (mul_pos h0 (sub_pos.2 h1))
    linarith
  · intro a
    rw [key]
    have := mul_nonneg hJ.le (sq_nonneg (a - 1 / 2))
    linarith
  · intro a
    rw [key]
    constructor
    · intro he
      have h0 : J * (a - 1 / 2) ^ 2 = 0 := by linear_combination -he
      have h1 := (mul_eq_zero.1 h0).resolve_left hJ.ne'
      have h2 : a - 1 / 2 = 0 := pow_eq_zero_iff (two_ne_zero) |>.1 h1
      linarith
    · intro ha
      rw [ha]
      ring
```

The five parts of the statement are the two endpoint values, the strict excess in between, the upper bound, and the uniqueness of the point where it is reached. The last two hold for every real $a$, and so in particular on $[0,1]$. In the proof, `key` is the formula $h+Ja(1-a)$, and the square $(a-\tfrac12)^2$ supplies both the bound and the uniqueness.

In a minimal-basis picture of H₂ with frozen atomic orbitals, two such atoms give the restricted Hartree–Fock excess of $J/2$ in the limit of infinite separation.

## Spins in any direction

A general spin state has off-diagonal elements as well. For trace one, $\gamma^2$ differs from $\gamma$ only by a multiple of the identity, set by the determinant:

$$\gamma^2=\gamma-\det\gamma\;\mathbf 1 .$$

In the upper left corner, $\gamma_{00}-\det\gamma=\gamma_{00}(1-\gamma_{11})+\gamma_{01}\gamma_{10}=\gamma_{00}^2+\gamma_{01}\gamma_{10}$, which is $(\gamma^2)_{00}$. The lower right corner is the same with the indices exchanged. Off the diagonal, $(\gamma^2)_{01}=\gamma_{01}(\gamma_{00}+\gamma_{11})=\gamma_{01}$, and likewise for $(\gamma^2)_{10}$.

```lean
/-- A spin density matrix of trace one satisfies `γ² = γ - det γ · 1`. -/
theorem sq_eq_sub_det (γ : Matrix (Fin 2) (Fin 2) ℂ) (ht : γ.trace = 1) :
    γ * γ = γ - γ.det • (1 : Matrix (Fin 2) (Fin 2) ℂ) := by
  rw [Matrix.trace_fin_two] at ht
  ext i j
  rw [Matrix.mul_apply, Fin.sum_univ_two, Matrix.sub_apply, Matrix.smul_apply, smul_eq_mul,
    Matrix.det_fin_two]
  revert i j
  simp only [Fin.forall_fin_two, Matrix.one_apply, zero_ne_one, one_ne_zero, ↓reduceIte]
  refine ⟨⟨?_, ?_⟩, ⟨?_, ?_⟩⟩
  · linear_combination γ 0 0 * ht
  · linear_combination γ 0 1 * ht
  · linear_combination γ 1 0 * ht
  · linear_combination γ 1 1 * ht
```

Each of the four `linear_combination` lines multiplies the trace condition by the matrix element in question, as in the calculation above.

For the energy we need $\operatorname{tr}\gamma^2$. Writing out the elements gives

$$\operatorname{tr}\gamma^2=(\operatorname{tr}\gamma)^2-2\det\gamma=1-2\det\gamma,$$

and therefore

$$E[\gamma]=h+\tfrac J2-\tfrac J2(1-2\det\gamma)=h+J\det\gamma .$$

```lean
/-- For a spin density matrix of trace one the Hartree-Fock energy is `h + J det γ`
(real part of the determinant). -/
theorem hfEnergy_eq_det (h J : ℝ) (γ : Matrix (Fin 2) (Fin 2) ℂ) (ht : γ.trace = 1) :
    hfEnergy h J γ = h + J * γ.det.re := by
  have h1 : (γ * γ).trace = 1 - 2 * γ.det := by
    rw [Matrix.trace_fin_two] at ht
    rw [Matrix.trace_fin_two, Matrix.det_fin_two, Matrix.mul_apply, Matrix.mul_apply,
      Fin.sum_univ_two, Fin.sum_univ_two]
    linear_combination (γ 0 0 + γ 1 1 + 1) * ht
  have h2 : (γ * γ).trace.re = 1 - 2 * γ.det.re := by
    rw [h1]
    simp
  rw [hfEnergy, ht, h2, Complex.one_re]
  ring
```

The statement takes the real part because the determinant of a complex matrix is a complex number in Lean, while the energy is real. For Hermitian $\gamma$ the determinant is real and nothing is lost.

## Zero error exactly for pure spin states

A density matrix is positive semidefinite: its eigenvalues, which are the occupations along its own spin axis, are not negative. Their product is $\det\gamma$, so $\det\gamma\ge0$ and $E[\gamma]\ge h$. Since $J>0$, equality means $\det\gamma=0$. By the formula for $\gamma^2$ this is the same as $\gamma^2=\gamma$, the condition for a pure spin state, with the electron fully polarised along some direction.

```lean
/-- For `J > 0` and a positive semidefinite spin density matrix of trace one, the Hartree-Fock
energy is at least `h`, with equality exactly when `γ² = γ`. -/
theorem hfEnergy_lower (h J : ℝ) (hJ : 0 < J) (γ : Matrix (Fin 2) (Fin 2) ℂ)
    (hγ : γ.PosSemidef) (ht : γ.trace = 1) :
    h ≤ hfEnergy h J γ ∧ (hfEnergy h J γ = h ↔ γ * γ = γ) := by
  obtain ⟨hre, him⟩ := Complex.nonneg_iff.1 hγ.det_nonneg
  rw [hfEnergy_eq_det h J γ ht]
  refine ⟨by linarith [mul_nonneg hJ.le hre], ?_, ?_⟩
  · intro he
    have h0 : J * γ.det.re = 0 := by linarith
    have h1 := (mul_eq_zero.1 h0).resolve_left hJ.ne'
    have hd : γ.det = 0 := Complex.ext h1 him.symm
    rw [sq_eq_sub_det γ ht, hd, zero_smul, sub_zero]
  · intro hp
    rw [sq_eq_sub_det γ ht] at hp
    -- the upper left entry shows that the determinant vanishes
    have h0 := congrFun (congrFun hp 0) 0
    rw [Matrix.sub_apply, Matrix.smul_apply, Matrix.one_apply_eq, smul_eq_mul, mul_one] at h0
    have hd : γ.det = 0 := by linear_combination -h0
    rw [hd, Complex.zero_re, mul_zero, add_zero]
```

Positivity matters here: the Hermitian matrix $\operatorname{diag}(2,-1)$ has trace one and energy $h-2J$, so Hermiticity and unit trace alone do not give the lower bound.

The device that carries this proof is the order on the complex numbers, switched on by `open scoped ComplexOrder`. In this order $0\le z$ means that the real part of $z$ is nonnegative and the imaginary part is zero; a number such as $i$ is not comparable with zero. Mathlib's `det_nonneg` for positive semidefinite matrices is an inequality of this kind, and `Complex.nonneg_iff` splits it into `hre` and `him`. Both halves are used. The first gives the lower bound. The second is needed for the equality case: the energy is real and reveals only that the real part of the determinant vanishes, while the conclusion $\gamma^2=\gamma$ requires the whole complex number to be zero. `Complex.ext` puts the two parts together.

## Largest error exactly for the unpolarised state

For Hermitian $\gamma$ of trace one, $\gamma_{00}$ is real, $\gamma_{11}=1-\gamma_{00}$ and $\gamma_{10}=\gamma_{01}^*$. Hence

$$\det\gamma=\gamma_{00}(1-\gamma_{00})-|\gamma_{01}|^2=\tfrac14-\left(\gamma_{00}-\tfrac12\right)^2-|\gamma_{01}|^2 .$$

The determinant is at most $\tfrac14$, so $E[\gamma]\le h+J/4$. Equality forces both squares to vanish: $\gamma_{00}=\gamma_{11}=\tfrac12$ and $\gamma_{01}=\gamma_{10}=0$, that is, $\gamma=\tfrac12\mathbf 1$.

```lean
/-- For `J > 0` and a Hermitian spin density matrix of trace one, the Hartree-Fock energy is at
most `h + J/4`, with equality exactly when `γ` is half the identity. -/
theorem hfEnergy_upper (h J : ℝ) (hJ : 0 < J) (γ : Matrix (Fin 2) (Fin 2) ℂ)
    (hγ : γ.IsHermitian) (ht : γ.trace = 1) :
    hfEnergy h J γ ≤ h + J / 4 ∧
      (hfEnergy h J γ = h + J / 4 ↔ γ = (1 / 2 : ℂ) • (1 : Matrix (Fin 2) (Fin 2) ℂ)) := by
  have h10 : γ 1 0 = star (γ 0 1) := (hγ.apply 1 0).symm
  have h11 : γ 1 1 = 1 - γ 0 0 := by
    rw [Matrix.trace_fin_two] at ht
    linear_combination ht
  have him : (γ 0 0).im = 0 := by
    have h0 : -(γ 0 0).im = (γ 0 0).im := congrArg Complex.im (hγ.apply 0 0)
    linarith
  -- the determinant falls short of 1/4 by a sum of squares
  have hd : γ.det.re = 1 / 4 - (((γ 0 0).re - 1 / 2) ^ 2 + Complex.normSq (γ 0 1)) := by
    rw [Matrix.det_fin_two, h11, h10]
    simp only [Complex.sub_re, Complex.mul_re, Complex.sub_im, Complex.one_re, Complex.one_im,
      Complex.star_def, Complex.conj_re, Complex.conj_im, Complex.normSq_apply, him]
    ring
  have hs := sq_nonneg ((γ 0 0).re - 1 / 2)
  have hn := Complex.normSq_nonneg (γ 0 1)
  rw [hfEnergy_eq_det h J γ ht, hd]
  refine ⟨by linarith [mul_nonneg hJ.le (add_nonneg hs hn)], ?_, ?_⟩
  · intro he
    have h0 : J * (((γ 0 0).re - 1 / 2) ^ 2 + Complex.normSq (γ 0 1)) = 0 := by
      linear_combination -he
    have h1 := (mul_eq_zero.1 h0).resolve_left hJ.ne'
    have h2 : ((γ 0 0).re - 1 / 2) ^ 2 = 0 := by linarith
    have h3 : (γ 0 0).re - 1 / 2 = 0 := pow_eq_zero_iff (two_ne_zero) |>.1 h2
    have e01 : γ 0 1 = 0 := Complex.normSq_eq_zero.1 (by linarith)
    have e00 : γ 0 0 = 1 / 2 := by
      have h4 : γ 0 0 = ((1 / 2 : ℝ) : ℂ) :=
        Complex.ext (by rw [Complex.ofReal_re]; linarith) (by rw [Complex.ofReal_im, him])
      rw [h4]
      norm_num
    have e10 : γ 1 0 = 0 := by rw [h10, e01, star_zero]
    have e11 : γ 1 1 = 1 / 2 := by rw [h11, e00]; norm_num
    ext i j
    fin_cases i <;> fin_cases j <;> simp [e00, e01, e10, e11]
  · intro hm
    have e00 : γ 0 0 = ((1 / 2 : ℝ) : ℂ) := by rw [hm]; simp
    have e01 : γ 0 1 = 0 := by rw [hm]; simp
    rw [e00, e01, Complex.ofReal_re, Complex.normSq_zero]
    ring
```

In the proof, `h10`, `h11` and `him` are the three consequences of Hermiticity and unit trace, and `hd` is the displayed determinant, with `Complex.normSq` for $|\gamma_{01}|^2$. In the equality case, `e00` to `e11` recover the four matrix elements one at a time.

In terms of the polarisation vector $\mathbf m$, defined by $\gamma=\tfrac12(\mathbf 1+\mathbf m\cdot\boldsymbol\sigma)$ with the Pauli matrices $\boldsymbol\sigma$, the energy is $h+\tfrac J4(1-|\mathbf m|^2)$. Turning the spin costs nothing; shortening the polarisation does. Allowing noncollinear spins therefore does not lower the energy of an unpolarised atom in this one-orbital model unless the atom also becomes polarised.

## The collinear states among the general ones

For $0\le a\le1$ the matrix $\operatorname{diag}(a,1-a)$ has nonnegative diagonal elements with sum one. It is therefore positive semidefinite with unit trace, and both general bounds apply to it.

```lean
/-- For `a` in `[0,1]` the diagonal spin density matrix with occupations `a` and `1 - a` is positive
semidefinite and has trace one. -/
theorem collinear_witness (a : ℝ) (h0 : 0 ≤ a) (h1 : a ≤ 1) :
    (collinear a (1 - a)).PosSemidef ∧ (collinear a (1 - a)).trace = 1 := by
  constructor
  · exact Matrix.posSemidef_diagonal_iff.2 (Fin.forall_fin_two.2
      ⟨Complex.zero_le_real.2 h0, Complex.zero_le_real.2 (sub_nonneg.2 h1)⟩)
  · simp [collinear, Fin.sum_univ_two]

end

end StaticCorrelationError
```

The theorems evaluate the Hartree–Fock functional; that the exact energy stays at $h$ for every mixture is the physical input that turns the excess into an error. In a self-consistent Hartree–Fock calculation the orbital also relaxes as the spin occupations change, so $h$ and $J$ would themselves depend on $a$, whereas here they are constants.

```lean
#print axioms StaticCorrelationError.static_correlation_error
#print axioms StaticCorrelationError.hfEnergy_lower
#print axioms StaticCorrelationError.hfEnergy_upper
```

```
'StaticCorrelationError.static_correlation_error' depends on axioms: [propext, Classical.choice, Quot.sound]
'StaticCorrelationError.hfEnergy_lower' depends on axioms: [propext, Classical.choice, Quot.sound]
'StaticCorrelationError.hfEnergy_upper' depends on axioms: [propext, Classical.choice, Quot.sound]
```
